# Reference-state dependence of exchange in a half-filled dimer with exchange fields of fixed strength

To extract a Heisenberg exchange constant from an electronic-structure calculation, one can subtract the energies of a parallel and an antiparallel spin arrangement, or rotate a moment slightly away from one of them. If the energy were \(E_0+Jx\), with \(x=\cos\theta\) and \(\theta\) the angle between the moments, all these routes would give the same \(J\). In the non-interacting two-site model below, the directions of the moments are represented by those of two prescribed exchange fields, and \(\theta\) is the angle between these fields. With hopping \(t\) and field strength \(D\) satisfying \(0<t<D\), the routes then give three different values, in a fixed order:

\[
\frac{D^2t^2}{2(D^2+t^2)^{3/2}}<\sqrt{D^2+t^2}-D<\frac{Dt^2}{2(D^2-t^2)} .
\]

The outer values are the slopes \(E'(-1)\) and \(E'(1)\); the middle one is \((E(1)-E(-1))/2\). A positive value favours antiparallel moments.

## From the levels to the three exchange constants

Each site has a spin-up and a spin-down orbital, split by \(2D\). This splitting stands for the mean field of the local moment, and its size is held fixed as the field turns. At non-collinear angles the electron spins do not lie exactly along the axes of the fields, so slopes taken with respect to the cosine of the angle between the actual spin moments would in general differ from those computed here. The characteristic determinant of the one-electron Hamiltonian is

\[
\bigl((l-D)(l-Dx)-t^2\bigr)\bigl((l+D)(l+Dx)-t^2\bigr)-(l^2-D^2)D^2\sin^2\theta .
\]

Multiplying out and using \(x^2+\sin^2\theta=1\) gives

\[
(l^2-D^2)^2-2t^2(l^2+D^2x)+t^4=(l^2-D^2-t^2)^2-4D^2t^2c^2,\qquad c=\sqrt{\tfrac{1+x}{2}} .
\]

The levels are therefore \(\pm e_+\) and \(\pm e_-\), with \(e_\pm=\sqrt{D^2+t^2\pm2Dtc}\). Two electrons fill the lower two, so \(E=-e_+-e_-\).

Let \(R=e_+e_-=\sqrt{(D^2+t^2)^2-2D^2t^2(1+x)}\). Since \((e_++e_-)^2=2(D^2+t^2+R)\),

\[
E=-Q,\qquad Q=\sqrt{2(D^2+t^2+R)} .
\]

Differentiation gives \(R'=-D^2t^2/R\) and \(Q'=R'/Q\), hence

\[
E'(x)=\frac{D^2t^2}{RQ} .
\]

As \(x\) grows, \(R\) and \(Q\) both fall, so \(E'\) rises strictly. By the mean value theorem, \((E(1)-E(-1))/2\) equals \(E'(z)\) for some \(z\) strictly between \(-1\) and \(1\), and so lies strictly between the end slopes.

At \(x=-1\), \(R=D^2+t^2\) and \(Q=2\sqrt{D^2+t^2}\). At \(x=1\), \(R=D^2-t^2\) and \(Q=2D\). Inserting these gives the three closed forms.

For \(t\ll D\) all three values approach \(t^2/(2D)\), and the dependence on the reference state appears only at relative order \(t^2/D^2\).

The condition \(t<D\) cannot be relaxed to \(t\le D\). For \(D=t=1\) the energy is \(E=-\sqrt{4+2\sqrt{2(1-x)}}\), whose slope diverges at \(x=1\). There \(e_-=0\), so the gap between filled and empty levels has closed.

## The Hamiltonian and its energy in Lean

```lean
import Mathlib

open Set

namespace ExchangeReferenceState

noncomputable section
```

The basis order is site 1 up, site 1 down, site 2 up, site 2 down. The field on site 1 points along the spin quantisation axis, and the field on site 2 is turned by `θ`. Hopping conserves spin.

```lean
/-- One-electron mean-field Hamiltonian of a dimer with hopping `t` and exchange fields of
strength `D` on the two sites, the second field turned by the angle `θ` against the first. -/
def hamiltonian (D t θ : ℝ) : Matrix (Fin 4) (Fin 4) ℝ :=
  !![D, 0, t, 0;
     0, -D, 0, t;
     t, 0, D * Real.cos θ, D * Real.sin θ;
     0, t, D * Real.sin θ, -(D * Real.cos θ)]
```

The levels \(e_+\) and \(e_-\) are functions of `x`, which plays the role of \(\cos\theta\).

```lean
/-- The level `√(D² + t² + 2Dtc)` with `c = √((1 + x)/2)`, for `x = cos θ` in `[-1, 1]`. -/
def outerLevel (D t x : ℝ) : ℝ := √(D ^ 2 + t ^ 2 + 2 * D * t * √((1 + x) / 2))

/-- The level `√(D² + t² - 2Dtc)` with `c = √((1 + x)/2)`, for `x = cos θ` in `[-1, 1]`. -/
def innerLevel (D t x : ℝ) : ℝ := √(D ^ 2 + t ^ 2 - 2 * D * t * √((1 + x) / 2))
```

Half filling enters through the next definition, which selects the two nonpositive levels. There is no electron–electron interaction term, no double-counting correction and no self-consistent adjustment of `D`.

```lean
/-- Energy of the half-filled dimer for `x = cos θ` in `[-1, 1]`: two electrons occupy the levels
`-outerLevel` and `-innerLevel`. -/
def energy (D t x : ℝ) : ℝ := -outerLevel D t x - innerLevel D t x
```

The quantity \(R\) and the slope formula \(D^2t^2/(RQ)\) also receive names. At this stage `localExchange` is only an expression; that it is the derivative of the energy is proved later.

```lean
/-- The root `R = √((D² + t²)² - 2D²t²(1 + x))`, for `x` in `[-1, 1]`. -/
def levelProduct (D t x : ℝ) : ℝ :=
  √((D ^ 2 + t ^ 2) ^ 2 - 2 * D ^ 2 * t ^ 2 * (1 + x))

/-- The expression `D²t² / (R √(2(D² + t² + R)))` with `R = levelProduct D t x`,
for `0 < t < D` and `x` in `[-1, 1]`. -/
def localExchange (D t x : ℝ) : ℝ :=
  D ^ 2 * t ^ 2 / (levelProduct D t x * √(2 * (D ^ 2 + t ^ 2 + levelProduct D t x)))
```

## The spectrum and the single-root energy

Squaring a level recovers its radicand only if the radicand is nonnegative. This follows from \(D^2+t^2\pm2Dtc=(D\pm tc)^2+t^2(1-c^2)\), with \(c^2\le1\).

```lean
/-- For `x` in `[-1, 1]` the squares of the two levels are `D² + t² ± 2Dtc`. -/
theorem level_sq (D t : ℝ) {x : ℝ} (hx : x ∈ Icc (-1 : ℝ) 1) :
    outerLevel D t x ^ 2 = D ^ 2 + t ^ 2 + 2 * D * t * √((1 + x) / 2) ∧
    innerLevel D t x ^ 2 = D ^ 2 + t ^ 2 - 2 * D * t * √((1 + x) / 2) := by
  have hc := Real.sq_sqrt (show 0 ≤ (1 + x) / 2 by linarith [hx.1])
  have h1 : 0 ≤ t ^ 2 * (1 - √((1 + x) / 2) ^ 2) :=
    mul_nonneg (sq_nonneg t) (by rw [hc]; linarith [hx.2])
  unfold outerLevel innerLevel
  constructor
  · exact Real.sq_sqrt (by nlinarith [sq_nonneg (D + t * √((1 + x) / 2))])
  · exact Real.sq_sqrt (by nlinarith [sq_nonneg (D - t * √((1 + x) / 2))])
```

The next theorem ties the levels to the matrix for all real `D`, `t` and `θ`. In its proof, `hM` writes out the matrix and `hdet` expands the determinant. The final `linear_combination` inserts \(c^2=(1+x)/2\) and \(\sin^2\theta+\cos^2\theta=1\), as in the derivation above.

```lean
/-- The characteristic determinant of the dimer Hamiltonian factorises, with roots
`±outerLevel` and `±innerLevel` taken at `x = cos θ`. -/
theorem det_hamiltonian (D t θ l : ℝ) :
    (l • (1 : Matrix (Fin 4) (Fin 4) ℝ) - hamiltonian D t θ).det =
      (l - outerLevel D t (Real.cos θ)) * (l + outerLevel D t (Real.cos θ)) *
      ((l - innerLevel D t (Real.cos θ)) * (l + innerLevel D t (Real.cos θ))) := by
  have hM : l • (1 : Matrix (Fin 4) (Fin 4) ℝ) - hamiltonian D t θ =
      !![l - D, 0, -t, 0;
         0, l + D, 0, -t;
         -t, 0, l - D * Real.cos θ, -(D * Real.sin θ);
         0, -t, -(D * Real.sin θ), l + D * Real.cos θ] := by
    ext i j
    fin_cases i <;> fin_cases j <;> simp [hamiltonian]
  have hdet : ∀ x s : ℝ, (!![l - D, 0, -t, 0; 0, l + D, 0, -t;
      -t, 0, l - D * x, -(D * s); 0, -t, -(D * s), l + D * x]).det =
      ((l - D) * (l - D * x) - t ^ 2) * ((l + D) * (l + D * x) - t ^ 2)
        - (l ^ 2 - D ^ 2) * D ^ 2 * s ^ 2 := by
    intro x s
    simp [Matrix.det_succ_row_zero, Fin.sum_univ_succ, Fin.succAbove]
    ring
  have hx : Real.cos θ ∈ Icc (-1 : ℝ) 1 := ⟨Real.neg_one_le_cos θ, Real.cos_le_one θ⟩
  obtain ⟨h1, h2⟩ := level_sq D t hx
  have hc := Real.sq_sqrt (show 0 ≤ (1 + Real.cos θ) / 2 by linarith [hx.1])
  have hprod : ∀ a b : ℝ, (l - a) * (l + a) * ((l - b) * (l + b)) =
      (l ^ 2 - a ^ 2) * (l ^ 2 - b ^ 2) := by intro a b; ring
  rw [hM, hdet, hprod, h1, h2]
  linear_combination 4 * D ^ 2 * t ^ 2 * hc
    - (l ^ 2 - D ^ 2) * D ^ 2 * Real.sin_sq_add_cos_sq θ
```

For \(E=-Q\), `hR` identifies \(R\) with the product of the levels and `hs` completes the square. The single root also helps with the differentiation: \(c\) has an infinite slope at \(x=-1\), whereas \(Q\) is smooth there.

```lean
/-- For `x` in `[-1, 1]` the two occupied levels combine into a single root,
`E = -√(2(D² + t² + R))`. -/
theorem energy_eq (D t : ℝ) {x : ℝ} (hx : x ∈ Icc (-1 : ℝ) 1) :
    energy D t x = -√(2 * (D ^ 2 + t ^ 2 + levelProduct D t x)) := by
  obtain ⟨h1, h2⟩ := level_sq D t hx
  have hc := Real.sq_sqrt (show 0 ≤ (1 + x) / 2 by linarith [hx.1])
  have ho : 0 ≤ outerLevel D t x := Real.sqrt_nonneg _
  have hi : 0 ≤ innerLevel D t x := Real.sqrt_nonneg _
  -- R is the product of the two levels
  have hR : levelProduct D t x = outerLevel D t x * innerLevel D t x := by
    have h : (D ^ 2 + t ^ 2) ^ 2 - 2 * D ^ 2 * t ^ 2 * (1 + x) =
        (outerLevel D t x * innerLevel D t x) ^ 2 := by
      rw [mul_pow, h1, h2]
      linear_combination 4 * D ^ 2 * t ^ 2 * hc
    rw [levelProduct, h, Real.sqrt_sq (mul_nonneg ho hi)]
  have hs : 2 * (D ^ 2 + t ^ 2 + levelProduct D t x) =
      (outerLevel D t x + innerLevel D t x) ^ 2 := by
    linear_combination 2 * hR - h1 - h2
  rw [hs, Real.sqrt_sq (add_nonneg ho hi), energy]
  ring
```

## The slope and its growth with the angle cosine

The radicand of \(R\) equals \((D^2-t^2)^2+2D^2t^2(1-x)\), which is positive for \(0<t<D\) and \(x\le1\).

```lean
/-- For `0 < t < D` and `x ≤ 1` the radicand of `R` is positive. -/
theorem radicand_pos {D t x : ℝ} (ht : 0 < t) (hD : t < D) (hx : x ≤ 1) :
    0 < (D ^ 2 + t ^ 2) ^ 2 - 2 * D ^ 2 * t ^ 2 * (1 + x) := by
  have h0 : 0 < D ^ 2 - t ^ 2 := by nlinarith
  have h1 := pow_pos h0 2
  have h2 : 0 ≤ D ^ 2 * t ^ 2 * (1 - x) := mul_nonneg (by positivity) (by linarith)
  nlinarith
```

`HasDerivWithinAt` with the set `Icc (-1) 1` means the derivative taken from within \([-1,1]\): one-sided at the ends and ordinary inside. The chain rule passes through `hrad`, `hroot` and `hE`; `key` simplifies the resulting fraction, and `congr` transfers the derivative from \(-Q\) to `energy`.

```lean
/-- For `0 < t < D` the slope of the energy in `x = cos θ`, taken within `[-1, 1]`, is
`localExchange`. -/
theorem hasDerivWithinAt_energy {D t x : ℝ} (ht : 0 < t) (hD : t < D)
    (hx : x ∈ Icc (-1 : ℝ) 1) :
    HasDerivWithinAt (energy D t) (localExchange D t x) (Icc (-1) 1) x := by
  have hpos := radicand_pos ht hD hx.2
  have hR : 0 < levelProduct D t x := Real.sqrt_pos.2 hpos
  have hS : 0 < 2 * (D ^ 2 + t ^ 2 + levelProduct D t x) := by positivity
  have hrad : HasDerivAt (fun y : ℝ => (D ^ 2 + t ^ 2) ^ 2 - 2 * D ^ 2 * t ^ 2 * (1 + y))
      (-(2 * D ^ 2 * t ^ 2)) x :=
    ((((hasDerivAt_id' x).const_add 1).const_mul (2 * D ^ 2 * t ^ 2)).const_sub
      ((D ^ 2 + t ^ 2) ^ 2)).congr_deriv (by ring)
  have hroot : HasDerivAt (levelProduct D t)
      (-(2 * D ^ 2 * t ^ 2) / (2 * levelProduct D t x)) x := hrad.sqrt hpos.ne'
  have hE := (((hroot.const_add (D ^ 2 + t ^ 2)).const_mul 2).sqrt hS.ne').fun_neg
  have key : ∀ R Q : ℝ, R ≠ 0 → Q ≠ 0 →
      -(2 * (-(2 * D ^ 2 * t ^ 2) / (2 * R)) / (2 * Q)) = D ^ 2 * t ^ 2 / (R * Q) := by
    intro R Q hR hQ
    field_simp
  exact ((hE.congr_deriv (key _ _ hR.ne' (Real.sqrt_pos.2 hS).ne')).hasDerivWithinAt).congr
    (fun y hy => energy_eq D t hy) (energy_eq D t hx)
```

Monotonicity compares denominators: `hR` and `hQ` show that both factors decrease from `x` to `y`, while the numerator stays fixed and positive.

```lean
/-- For `0 < t < D` the local exchange grows strictly with `x = cos θ` on `[-1, 1]`. -/
theorem localExchange_strictMonoOn {D t : ℝ} (ht : 0 < t) (hD : t < D) :
    StrictMonoOn (localExchange D t) (Icc (-1) 1) := by
  intro x hx y hy hxy
  have hD0 : 0 < D := ht.trans hD
  have ha : 0 < D ^ 2 * t ^ 2 := by positivity
  have hy0 := radicand_pos ht hD hy.2
  have hRy : 0 < levelProduct D t y := Real.sqrt_pos.2 hy0
  have hR : levelProduct D t y < levelProduct D t x :=
    Real.sqrt_lt_sqrt hy0.le (by nlinarith [mul_pos ha (sub_pos.2 hxy)])
  have hQ : √(2 * (D ^ 2 + t ^ 2 + levelProduct D t y)) <
      √(2 * (D ^ 2 + t ^ 2 + levelProduct D t x)) :=
    Real.sqrt_lt_sqrt (by positivity) (by linarith)
  exact div_lt_div_of_pos_left ha (mul_pos hRy (Real.sqrt_pos.2 (by positivity)))
    (mul_lt_mul'' hR hQ hRy.le (Real.sqrt_nonneg _))
```

The mean value theorem then handles any two reference angles, not only the collinear pair. It supplies an intermediate `z` whose local exchange is the secant slope, and strict monotonicity places that slope between the end values.

```lean
/-- For `0 < t < D` and two reference states `x < y` in `[-1, 1]`, the exchange from the
energy difference lies strictly between the local exchanges at `x` and at `y`. -/
theorem secant_between {D t x y : ℝ} (ht : 0 < t) (hD : t < D)
    (hx : x ∈ Icc (-1 : ℝ) 1) (hy : y ∈ Icc (-1 : ℝ) 1) (hxy : x < y) :
    localExchange D t x < (energy D t y - energy D t x) / (y - x) ∧
    (energy D t y - energy D t x) / (y - x) < localExchange D t y := by
  have hsub : Icc x y ⊆ Icc (-1 : ℝ) 1 := Icc_subset_Icc hx.1 hy.2
  -- some intermediate state has the secant slope as its local exchange
  obtain ⟨z, hz, hslope⟩ := exists_hasDerivAt_eq_slope (energy D t) (localExchange D t) hxy
    (fun w hw => (hasDerivWithinAt_energy ht hD (hsub hw)).continuousWithinAt.mono hsub)
    (fun w hw => (hasDerivWithinAt_energy ht hD (hsub (Ioo_subset_Icc_self hw))).hasDerivAt
      (Icc_mem_nhds (lt_of_le_of_lt hx.1 hw.1) (lt_of_lt_of_le hw.2 hy.2)))
  have hz' := hsub (Ioo_subset_Icc_self hz)
  rw [← hslope]
  exact ⟨localExchange_strictMonoOn ht hD hx hz' hz.1,
    localExchange_strictMonoOn ht hD hz' hy hz.2⟩
```

## Antiparallel, finite-difference and parallel values

The final theorem assumes only `0 < t` and `t < D`. Its five parts are the slope at the antiparallel state, the slope at the parallel state, the value of half the energy difference, and the two strict inequalities. The power \((D^2+t^2)^{3/2}\) is written `√(D ^ 2 + t ^ 2) ^ 3`.

The proof evaluates \(R\) and \(Q\) at both ends (`hRm`, `hQm`, `hRp`, `hQp`), turns them into the closed forms `hJm`, `hJp` and `hdiff`, and applies `secant_between` to \(-1\) and \(1\).

```lean
/-- For `0 < t < D` the exchange read off at the antiparallel state `x = -1` is below half the
energy difference of the parallel and antiparallel states, which is below the exchange read off
at the parallel state `x = 1`; the slopes are one-sided, from within `[-1, 1]`. -/
theorem exchange_depends_on_reference {D t : ℝ} (ht : 0 < t) (hD : t < D) :
    HasDerivWithinAt (energy D t) (D ^ 2 * t ^ 2 / (2 * √(D ^ 2 + t ^ 2) ^ 3))
      (Icc (-1) 1) (-1) ∧
    HasDerivWithinAt (energy D t) (D * t ^ 2 / (2 * (D ^ 2 - t ^ 2))) (Icc (-1) 1) 1 ∧
    (energy D t 1 - energy D t (-1)) / 2 = √(D ^ 2 + t ^ 2) - D ∧
    D ^ 2 * t ^ 2 / (2 * √(D ^ 2 + t ^ 2) ^ 3) < √(D ^ 2 + t ^ 2) - D ∧
    √(D ^ 2 + t ^ 2) - D < D * t ^ 2 / (2 * (D ^ 2 - t ^ 2)) := by
  have hD0 : 0 < D := ht.trans hD
  have hd : 0 < D ^ 2 - t ^ 2 := by nlinarith
  have hm : (-1 : ℝ) ∈ Icc (-1 : ℝ) 1 := ⟨by norm_num, by norm_num⟩
  have hp : (1 : ℝ) ∈ Icc (-1 : ℝ) 1 := ⟨by norm_num, by norm_num⟩
  have hs : √(D ^ 2 + t ^ 2) ^ 2 = D ^ 2 + t ^ 2 := Real.sq_sqrt (by positivity)
  -- the roots at the antiparallel state
  have hRm : levelProduct D t (-1) = D ^ 2 + t ^ 2 := by
    have h : (D ^ 2 + t ^ 2) ^ 2 - 2 * D ^ 2 * t ^ 2 * (1 + -1) = (D ^ 2 + t ^ 2) ^ 2 := by
      ring
    rw [levelProduct, h, Real.sqrt_sq (by positivity)]
  have hQm : √(2 * (D ^ 2 + t ^ 2 + levelProduct D t (-1))) = 2 * √(D ^ 2 + t ^ 2) := by
    have h : 2 * (D ^ 2 + t ^ 2 + (D ^ 2 + t ^ 2)) = (2 * √(D ^ 2 + t ^ 2)) ^ 2 := by
      rw [mul_pow, hs]; ring
    rw [hRm, h, Real.sqrt_sq (by positivity)]
  -- the roots at the parallel state
  have hRp : levelProduct D t 1 = D ^ 2 - t ^ 2 := by
    have h : (D ^ 2 + t ^ 2) ^ 2 - 2 * D ^ 2 * t ^ 2 * (1 + 1) = (D ^ 2 - t ^ 2) ^ 2 := by
      ring
    rw [levelProduct, h, Real.sqrt_sq hd.le]
  have hQp : √(2 * (D ^ 2 + t ^ 2 + levelProduct D t 1)) = 2 * D := by
    have h : 2 * (D ^ 2 + t ^ 2 + (D ^ 2 - t ^ 2)) = (2 * D) ^ 2 := by ring
    rw [hRp, h, Real.sqrt_sq (by positivity)]
  have hJm : localExchange D t (-1) = D ^ 2 * t ^ 2 / (2 * √(D ^ 2 + t ^ 2) ^ 3) := by
    have h : (D ^ 2 + t ^ 2) * (2 * √(D ^ 2 + t ^ 2)) = 2 * √(D ^ 2 + t ^ 2) ^ 3 := by
      linear_combination (-2 * √(D ^ 2 + t ^ 2)) * hs
    rw [localExchange, hQm, hRm, h]
  have hJp : localExchange D t 1 = D * t ^ 2 / (2 * (D ^ 2 - t ^ 2)) := by
    rw [localExchange, hQp, hRp, div_eq_div_iff (mul_pos hd (by positivity)).ne'
      (mul_pos two_pos hd).ne']
    ring
  have hdiff : (energy D t 1 - energy D t (-1)) / 2 = √(D ^ 2 + t ^ 2) - D := by
    rw [energy_eq D t hp, energy_eq D t hm, hQp, hQm]
    ring
  have hsec := secant_between ht hD hm hp (by norm_num)
  have h2 : (1 : ℝ) - -1 = 2 := by norm_num
  rw [h2, hdiff, hJm, hJp] at hsec
  exact ⟨hJm ▸ hasDerivWithinAt_energy ht hD hm, hJp ▸ hasDerivWithinAt_energy ht hD hp,
    hdiff, hsec.1, hsec.2⟩

end

end ExchangeReferenceState
```

```lean
#print axioms ExchangeReferenceState.det_hamiltonian
#print axioms ExchangeReferenceState.exchange_depends_on_reference
```

```
'ExchangeReferenceState.det_hamiltonian' depends on axioms: [propext, Classical.choice, Quot.sound]
'ExchangeReferenceState.exchange_depends_on_reference' depends on axioms: [propext, Classical.choice, Quot.sound]
```
